# The sound speed of a harmonic chain with long-range springs is fixed by $\sum_j j^2K_j$ when that sum converges absolutely

Take an infinite chain of identical atoms with unit spacing, in which a spring of real constant $K_j$ joins every pair of atoms $j$ sites apart, $j\ge 1$. At wave number $q$, let

$$D(q)=2\sum_{j\ge 1}K_j\,\bigl(1-\cos(jq)\bigr).$$

If $\sum_j j^2|K_j|$ is finite, then

$$\lim_{q\to 0,\;q\neq 0}\frac{D(q)}{q^2}=C,\qquad C=\sum_{j\ge 1}j^2K_j .$$

The constants may have either sign. If the atoms have mass $m>0$ and the chain has a real, nonnegative frequency $\omega(q)$ with $m\,\omega(q)^2=D(q)$ at every $q$, then $\omega(q)/|q|$ tends to the sound speed $\sqrt{C/m}$.

For nonnegative springs with $\sum_j K_j$ finite there is also a converse: $D(q)/q^2$ has a finite limit exactly when $\sum_j j^2K_j$ converges.

## Sound speeds from a slope and from a table of force constants

A lattice-dynamics code can obtain a sound speed by dividing a phonon frequency at small $q$ by $|q|$, or by summing force constants weighted with squared distance. For a one-dimensional harmonic chain with one atom per cell, the theorem says that the two results agree in the limit $q\to 0$, provided that the weighted sum converges absolutely.

The proviso matters when force constants are cut off at some range $J$. A truncated table has a finite weighted sum, so it always gives a finite $C$, whether or not the full interaction has one. A smooth acoustic branch from a truncated model is therefore no evidence that the untruncated chain has a finite sound speed.

Among power laws, the borderline case is $K_j=A/j^3$ with $A>0$, which is how the longitudinal force constants decay between equal, unscreened point charges on a line. Here $\sum_j K_j$ converges, but $j^2K_j=A/j$ does not have a finite sum, so $D(q)/q^2$ has no finite limit. Truncation at range $J$ gives the speed

$$\sqrt{\frac{A}{m}\sum_{j=1}^{J}\frac1j},$$

which is $\sqrt{A/m}$ for nearest neighbours alone and grows without bound as $J$ increases.

## From spring forces to the long-wavelength limit

**The plane wave.** Let $u_n$ be the displacement of atom $n$. Its two neighbours at distance $j$ exert the force

$$F_{n,j}=K_j\,(u_{n+j}+u_{n-j}-2u_n).$$

For $u_n=e^{iqn}$ the neighbours have displacements $u_{n\pm j}=e^{\pm ijq}u_n$, and therefore

$$F_{n,j}=K_j\,(e^{ijq}+e^{-ijq}-2)\,u_n=-2K_j\,(1-\cos jq)\,u_n .$$

Summing over $j$ gives the total force $-D(q)\,u_n$. With time dependence $e^{-i\omega t}$, Newton's equation becomes $m\omega^2=D(q)$.

**A bound for each range.** Since $0\le 1-\cos x\le x^2/2$ for real $x$,

$$|K_j(1-\cos jq)|\le \frac{q^2}{2}\,j^2|K_j| .$$

The right-hand side is summable by assumption, so the series for $D(q)$ and for the force converge absolutely at every $q$.

**The limit for each range.** The half-angle formula $1-\cos jq=2\sin^2(jq/2)$ gives, for $q\ne 0$,

$$\frac{2K_j(1-\cos jq)}{q^2}=4K_j\left(\frac{\sin(jq/2)}{q}\right)^2\longrightarrow 4K_j\left(\frac j2\right)^2=j^2K_j ,$$

because $\sin(jq/2)$ has derivative $j/2$ at $q=0$.

**Exchanging the limit and the sum.** Write $t_j(q)$ for the left-hand side of the last formula. The bound gives $|t_j(q)|\le j^2|K_j|$ for every $q\neq0$. Given $\varepsilon>0$, choose $J$ so that $\sum_{j>J}j^2|K_j|<\varepsilon/3$. Then

$$\left|\frac{D(q)}{q^2}-C\right|\le\sum_{j=1}^{J}\bigl|t_j(q)-j^2K_j\bigr|+2\sum_{j>J}j^2|K_j| .$$

The second term is below $2\varepsilon/3$ for every $q\ne0$. The first is a finite sum of quantities that tend to zero, so it is below $\varepsilon/3$ once $|q|$ is small enough. Hence $D(q)/q^2\to C$.

**The sound speed.** Since $\omega(q)\ge 0$ and $m\omega(q)^2=D(q)$,

$$\frac{\omega(q)}{|q|}=\sqrt{\frac{D(q)}{m\,q^2}}\longrightarrow\sqrt{\frac Cm}$$

by continuity of the square root.

**The converse.** Now let all $K_j\ge 0$, let $\sum_jK_j$ be finite, and suppose that $D(q)/q^2\to c$ for some finite $c$. Because $1-\cos jq\le 2$, the series for $D(q)$ converges. Its terms are nonnegative, so for any finite set $S$ of ranges

$$\sum_{j\in S}t_j(q)\le\frac{D(q)}{q^2}.$$

Letting $q\to0$ gives $\sum_{j\in S}j^2K_j\le c$. The finite sums of a nonnegative series are thus bounded, and the series converges. The other direction is the limit theorem already derived.

## The Lean file

```lean
import Mathlib

open Filter Topology

namespace LongRangeSoundSpeed

noncomputable section

/-- The force on atom `n` of a chain from its two neighbours at distance `j`, joined to it by
springs of constant `K j`, when the displacements are `u`. -/
def springForce (K : ℕ → ℝ) (u : ℤ → ℂ) (n : ℤ) (j : ℕ) : ℂ :=
  (K j : ℂ) * (u (n + j) + u (n - j) - 2 * u n)

/-- The plane wave of wave number `q` on a chain with unit spacing. -/
def planeWave (q : ℝ) (n : ℤ) : ℂ := Complex.exp ((q : ℂ) * (n : ℂ) * Complex.I)

/-- The dynamical function `D(q) = 2 ∑ K_j (1 - cos (j q))` of the chain; the term `j = 0`
vanishes. -/
def dynamical (K : ℕ → ℝ) (q : ℝ) : ℝ := 2 * ∑' j : ℕ, K j * (1 - Real.cos (j * q))

/-- The elastic modulus `∑ j² K_j` of the chain with unit spacing. -/
def elasticModulus (K : ℕ → ℝ) : ℝ := ∑' j : ℕ, (j : ℝ) ^ 2 * K j

/-- The absolute value of `K_j (1 - cos (j q))` is at most `q² / 2` times `j² |K_j|`. -/
theorem bond_bound (K : ℕ → ℝ) (q : ℝ) (j : ℕ) :
    |K j * (1 - Real.cos (j * q))| ≤ q ^ 2 / 2 * ((j : ℝ) ^ 2 * |K j|) := by
  have h0 : 0 ≤ 1 - Real.cos (j * q) := by linarith [Real.cos_le_one (j * q)]
  have h1 : 1 - Real.cos (j * q) ≤ (j * q) ^ 2 / 2 := by
    have := Real.one_sub_sq_div_two_le_cos (x := (j : ℝ) * q)
    linarith
  rw [abs_mul, abs_of_nonneg h0]
  calc |K j| * (1 - Real.cos (j * q)) ≤ |K j| * ((j * q) ^ 2 / 2) :=
        mul_le_mul_of_nonneg_left h1 (abs_nonneg _)
    _ = q ^ 2 / 2 * ((j : ℝ) ^ 2 * |K j|) := by ring

/-- If `j² K_j` is absolutely summable, the spring forces on each atom in a plane wave add up to
`-D(q)` times the displacement of that atom. -/
theorem hasSum_springForce_planeWave (K : ℕ → ℝ)
    (hK : Summable fun j : ℕ => (j : ℝ) ^ 2 * |K j|) (q : ℝ) (n : ℤ) :
    HasSum (springForce K (planeWave q) n) (-(dynamical K q : ℂ) * planeWave q n) := by
  have hs : Summable fun j : ℕ => K j * (1 - Real.cos (j * q)) :=
    Summable.of_norm_bounded (hK.mul_left (q ^ 2 / 2)) fun j => by
      rw [Real.norm_eq_abs]
      exact bond_bound K q j
  have hc : HasSum (fun j : ℕ => ((K j * (1 - Real.cos (j * q)) : ℝ) : ℂ))
      ((∑' j : ℕ, K j * (1 - Real.cos (j * q)) : ℝ) : ℂ) :=
    hs.hasSum.map Complex.ofRealHom Complex.continuous_ofReal
  have hf : springForce K (planeWave q) n = fun j : ℕ =>
      ((K j * (1 - Real.cos (j * q)) : ℝ) : ℂ) * (-2 * planeWave q n) := by
    -- the two neighbours carry opposite phases, which combine to a cosine
    funext j
    have hp : planeWave q (n + j)
        = planeWave q n * Complex.exp ((j : ℂ) * q * Complex.I) := by
      unfold planeWave
      rw [← Complex.exp_add]
      congr 1
      push_cast
      ring
    have hm : planeWave q (n - j)
        = planeWave q n * Complex.exp (-((j : ℂ) * q) * Complex.I) := by
      unfold planeWave
      rw [← Complex.exp_add]
      congr 1
      push_cast
      ring
    have hcos : Complex.cos ((j : ℂ) * q) = (Complex.exp ((j : ℂ) * q * Complex.I)
        + Complex.exp (-((j : ℂ) * q) * Complex.I)) / 2 := by
      rw [Complex.cos]
    unfold springForce
    rw [hp, hm]
    push_cast
    rw [hcos]
    ring
  have hv : -(dynamical K q : ℂ) * planeWave q n =
      ((∑' j : ℕ, K j * (1 - Real.cos (j * q)) : ℝ) : ℂ) * (-2 * planeWave q n) := by
    unfold dynamical
    rw [Complex.ofReal_mul, Complex.ofReal_ofNat]
    ring
  rw [hf, hv]
  exact hc.mul_right (-2 * planeWave q n)

/-- For a single spring constant `k` of range `x`, the contribution to `D(q) / q²` tends to
`x² k` at long wavelength. -/
theorem bond_limit (k x : ℝ) :
    Tendsto (fun q : ℝ => 2 * (k * (1 - Real.cos (x * q))) / q ^ 2) (𝓝[≠] 0)
      (𝓝 (x ^ 2 * k)) := by
  have hd : HasDerivAt (fun q : ℝ => Real.sin (x / 2 * q)) (x / 2) 0 := by
    have h := ((hasDerivAt_id' (0 : ℝ)).const_mul (x / 2)).sin
    simpa using h
  have h2 := ((hasDerivAt_iff_tendsto_slope.mp hd).pow 2).const_mul (4 * k)
  rw [show 4 * k * (x / 2) ^ 2 = x ^ 2 * k by ring] at h2
  refine h2.congr fun q => ?_
  -- the half-angle formula turns the bond term into the square of a difference quotient
  have hc : Real.cos (x * q) = 1 - 2 * Real.sin (x / 2 * q) ^ 2 := by
    rw [show x * q = 2 * (x / 2 * q) by ring, Real.cos_two_mul]
    linear_combination 2 * Real.sin_sq_add_cos_sq (x / 2 * q)
  show 4 * k * (slope (fun q : ℝ => Real.sin (x / 2 * q)) 0 q) ^ 2 = _
  rw [slope_def_field, hc]
  simp only [mul_zero, Real.sin_zero, sub_zero]
  ring

/-- The ratio `D(q) / q²` is the sum of the ratios for the separate spring ranges. -/
theorem dynamical_div_sq (K : ℕ → ℝ) (q : ℝ) :
    dynamical K q / q ^ 2 = ∑' j : ℕ, 2 * (K j * (1 - Real.cos (j * q))) / q ^ 2 := by
  unfold dynamical
  rw [← tsum_mul_left, ← tsum_div_const]

/-- If `j² K_j` is absolutely summable, then `D(q) / q²` tends to the elastic modulus
`∑ j² K_j` as `q` tends to zero through nonzero values. -/
theorem tendsto_dynamical_div_sq (K : ℕ → ℝ)
    (hK : Summable fun j : ℕ => (j : ℝ) ^ 2 * |K j|) :
    Tendsto (fun q => dynamical K q / q ^ 2) (𝓝[≠] 0) (𝓝 (elasticModulus K)) := by
  simp only [dynamical_div_sq]
  unfold elasticModulus
  -- dominated convergence, with `j² |K_j|` as the bound uniform in `q`
  refine tendsto_tsum_of_dominated_convergence hK (fun j => bond_limit (K j) j) ?_
  filter_upwards [self_mem_nhdsWithin] with q hq j
  have hq0 : q ≠ 0 := hq
  have hq2 : 0 < q ^ 2 := by positivity
  rw [Real.norm_eq_abs, abs_div, abs_of_pos hq2, div_le_iff₀ hq2, abs_mul, abs_two]
  linarith [bond_bound K q j]

/-- If `j² K_j` is absolutely summable, then for atoms of mass `m > 0` and a nonnegative phonon
branch with `m ω(q)² = D(q)` at every `q`, the phase velocity `ω(q) / |q|` tends to the sound speed
`√(∑ j² K_j / m)`. -/
theorem tendsto_phaseVelocity (K : ℕ → ℝ)
    (hK : Summable fun j : ℕ => (j : ℝ) ^ 2 * |K j|) (m : ℝ) (hm : 0 < m)
    (ω : ℝ → ℝ) (hω : ∀ q, 0 ≤ ω q) (hdisp : ∀ q, m * ω q ^ 2 = dynamical K q) :
    Tendsto (fun q => ω q / |q|) (𝓝[≠] 0) (𝓝 (Real.sqrt (elasticModulus K / m))) := by
  have h := (Real.continuous_sqrt.tendsto _).comp
    ((tendsto_dynamical_div_sq K hK).div_const m)
  refine h.congr fun q => ?_
  show Real.sqrt (dynamical K q / q ^ 2 / m) = ω q / |q|
  have e : dynamical K q / q ^ 2 / m = (ω q / |q|) ^ 2 := by
    rw [← hdisp q, div_pow, sq_abs, div_right_comm, mul_div_cancel_left₀ _ hm.ne']
  rw [e, Real.sqrt_sq (div_nonneg (hω q) (abs_nonneg q))]

/-- For nonnegative summable spring constants, `D(q) / q²` has a finite limit at long wavelength
exactly when `j² K_j` is summable. -/
theorem finite_limit_iff_summable (K : ℕ → ℝ) (hpos : ∀ j, 0 ≤ K j) (hsum : Summable K) :
    (∃ c : ℝ, Tendsto (fun q => dynamical K q / q ^ 2) (𝓝[≠] 0) (𝓝 c)) ↔
      Summable fun j : ℕ => (j : ℝ) ^ 2 * K j := by
  constructor
  · rintro ⟨c, hc⟩
    refine summable_of_sum_le (c := c) (fun j => mul_nonneg (sq_nonneg _) (hpos j)) fun s => ?_
    -- finitely many spring ranges never contribute more than the whole chain
    refine le_of_tendsto_of_tendsto
      (tendsto_finsetSum s fun j _ => bond_limit (K j) j) hc (Eventually.of_forall fun q => ?_)
    have h0 : ∀ j : ℕ, 0 ≤ K j * (1 - Real.cos (j * q)) := fun j =>
      mul_nonneg (hpos j) (by linarith [Real.cos_le_one (j * q)])
    have hs : Summable fun j : ℕ => K j * (1 - Real.cos (j * q)) :=
      Summable.of_nonneg_of_le h0
        (fun j => mul_le_mul_of_nonneg_left
          (by linarith [Real.neg_one_le_cos (j * q)] : 1 - Real.cos (j * q) ≤ 2) (hpos j))
        (hsum.mul_right 2)
    show _ ≤ dynamical K q / q ^ 2
    rw [dynamical_div_sq]
    exact ((hs.mul_left 2).div_const (q ^ 2)).sum_le_tsum s fun j _ =>
      div_nonneg (mul_nonneg zero_le_two (h0 j)) (sq_nonneg q)
  · intro h
    refine ⟨elasticModulus K, tendsto_dynamical_div_sq K ?_⟩
    simpa only [abs_of_nonneg (hpos _)] using h

end

end LongRangeSoundSpeed
```

```lean
#print axioms LongRangeSoundSpeed.hasSum_springForce_planeWave
#print axioms LongRangeSoundSpeed.tendsto_phaseVelocity
#print axioms LongRangeSoundSpeed.finite_limit_iff_summable
```

```
'LongRangeSoundSpeed.hasSum_springForce_planeWave' depends on axioms: [propext, Classical.choice, Quot.sound]
'LongRangeSoundSpeed.tendsto_phaseVelocity' depends on axioms: [propext, Classical.choice, Quot.sound]
'LongRangeSoundSpeed.finite_limit_iff_summable' depends on axioms: [propext, Classical.choice, Quot.sound]
```

## How the Lean objects describe the chain

The spring constants are a function `K : ℕ → ℝ`, and displacements are a function from the integers, which label the atoms, to the complex numbers. Complex displacements allow a single exponential to represent a wave; since the spring law is linear with real coefficients, its real part is a physical displacement pattern.

Sums run over all natural numbers, including $j=0$. This changes nothing, because both the force `springForce K u n 0` and the corresponding term of `dynamical K q` vanish whatever the value of `K 0`. The function `dynamical K` is $D$, and `elasticModulus K` is $C$.

The hypothesis `hK` says that $j^2|K_j|$ is summable. Physically, it requires the springs to weaken quickly enough with distance for their combined stiffness against a long-wavelength strain to be finite, without relying on cancellation between positive and negative constants.

In `tendsto_dynamical_div_sq`, the filter `𝓝[≠] 0` expresses the approach to zero through nonzero wave numbers of either sign. The conclusion states that `dynamical K q / q ^ 2` tends to `elasticModulus K`.

The theorem `tendsto_phaseVelocity` takes the branch `ω` as given. Its hypotheses `hω` and `hdisp` require a nonnegative frequency satisfying $m\omega^2=D$ at every wave number. Such a branch exists only if $D(q)\ge0$ everywhere, meaning that no plane wave is unstable. With springs of mixed sign this is a real restriction, and the user of the theorem must establish it.

In `finite_limit_iff_summable`, `hpos` makes all springs nonnegative and `hsum` makes their constants summable. The second condition ensures that $D(q)$ is a genuine convergent sum; Lean assigns the value zero to a divergent one, which would make a statement about its limit meaningless.

## How the lemmas carry the argument

`bond_bound` is the estimate for one range. It uses Mathlib's inequality $1-x^2/2\le\cos x$ and multiplies by $|K_j|$.

`hasSum_springForce_planeWave` derives $D$ from the forces. It first obtains convergence of the real series from `bond_bound` and transfers it to the complex numbers. The steps `hp` and `hm` factor out the phases of the right and left neighbours, and `hcos` combines them into a cosine. The conclusion is a `HasSum` statement: the forces on atom $n$ converge, and their sum is $-D(q)u_n$.

`bond_limit` handles one spring of constant `k` and real range `x`. The derivative of $\sin(xq/2)$ at zero is expressed as the limit of a difference quotient, which is then squared and multiplied by $4k$. The half-angle formula, `hc` in the code, identifies the result with the spring's contribution to $D(q)/q^2$.

`dynamical_div_sq` moves the factor $2$ and the division by $q^2$ inside the sum. The main theorem then applies `tendsto_tsum_of_dominated_convergence`, which replaces the $\varepsilon/3$ argument. Its three inputs are the summable bound `hK`, the separate limits from `bond_limit`, and the inequality $|t_j(q)|\le j^2|K_j|$ for nonzero $q$.

`tendsto_phaseVelocity` divides that limit by $m$, composes it with the square root, and uses the dispersion relation to recognise $D(q)/(mq^2)$ as $(\omega(q)/|q|)^2$.

For the converse, `sum_le_tsum` compares a finite set of ranges with the whole chain, `le_of_tendsto_of_tendsto` passes that inequality to the limit, and `summable_of_sum_le` turns the uniform bound into summability.

## Finite wave numbers, real crystals and other limits of scope

The limit comes without a convergence rate. It does not say how small $q$ must be for a slope to reach a given accuracy, and it does not account for rounding error in a program that evaluates $1-\cos(jq)$.

The velocity in the theorem is the phase velocity $\omega/|q|$. The file makes no statement about the group velocity $d\omega/dq$.

The file treats forces on a static displacement pattern. Newton's equation enters through the assumed relation `hdisp`, not through a theorem about motion in time.

The model has one displacement component per atom, one atom per cell and purely harmonic forces. Three-dimensional crystals, optical branches and anharmonic effects are not covered. The spacing is fixed at one; for spacing $a$ and a wave number measured per unit length, $q$ is replaced by $qa$ and the sound speed becomes $a\sqrt{C/m}$.

The equivalence between a finite limit and a convergent weighted sum is restricted to nonnegative springs. For constants of mixed sign, absolute summability is sufficient but not necessary: with $K_j=(-1)^{j+1}/j^3$ the sum $\sum_j j^2|K_j|$ diverges, yet $D(q)/q^2$ tends to $\ln 2$. This example is not part of the Lean file.
